# A symmetry-verified state has an energy no lower than the bound of its symmetry sector

## Does projecting a noisy state restore the variational bound?

I would like to express the energy floor of a symmetry sector as an operator inequality, not as an eigenvalue. Let \(H\) be a Hamiltonian and \(S\) a symmetry with \(S^\dagger=S\), \(S^2=1\) and \(SH=HS\), such as electron-number parity. With \(P=(1+S)/2\), I call a real number \(E\) a lower bound for the sector \(S=+1\) if \(P(H-E)P\) is positive semidefinite.

A noisy device prepares a density matrix \(\rho\), and I keep only the outcomes \(S=+1\), which occur with probability \(\operatorname{tr}(P\rho)>0\). The claim is that the state kept has the energy

\[
\frac{\operatorname{tr}(H\rho)+\operatorname{tr}(HS\rho)}{1+\operatorname{tr}(S\rho)},
\]

and that this is at least \(E\). Can this be made rigorous and checked by machine, in Lean 4 with Mathlib?

## The projected state, its energy and its bound

Yes. With the floor written as an operator inequality, the bound reduces to one fact: the trace of a product of two positive semidefinite matrices is nonnegative. No diagonalisation is needed.

**The projector.** Since \(S^2=1\), we have \(SP=(S+1)/2=P\). Hence \(P^2=(P+SP)/2=P\), and \(P^\dagger=P\) because \(S\) is Hermitian.

**The state.** Write \(p=\operatorname{tr}(P\rho)\) and \(\sigma=P\rho P/p\). For every vector \(v\), \(\langle v,P\rho Pv\rangle=\langle Pv,\rho Pv\rangle\ge 0\), so \(\sigma\) is positive semidefinite. Its trace is \(\operatorname{tr}(P\rho P)/p=\operatorname{tr}(P^2\rho)/p=1\), and \(SP=P\) gives \(S\sigma=\sigma\).

**The energy.** Because \(S\) commutes with \(H\), so does \(P\). By cyclicity of the trace,

\[
p\,\operatorname{tr}(H\sigma)=\operatorname{tr}(HP\rho P)=\operatorname{tr}(PHP\rho)=\operatorname{tr}(HP^2\rho)=\operatorname{tr}(HP\rho).
\]

Inserting \(P=(1+S)/2\) gives \(2p=1+\operatorname{tr}(S\rho)\) and \(2\operatorname{tr}(HP\rho)=\operatorname{tr}(H\rho)+\operatorname{tr}(HS\rho)\). Their quotient is the stated energy.

**The bound.** Let \(A=P(H-E)P\), and factor \(\sigma=B^\dagger B\). Then \(\operatorname{tr}(A\sigma)=\operatorname{tr}(BAB^\dagger)\ge 0\), since \(BAB^\dagger\) is positive semidefinite. As \(P\sigma=\sigma=\sigma P\), the same trace is

\[
\operatorname{tr}(A\sigma)=\operatorname{tr}\big((H-E)P\sigma P\big)=\operatorname{tr}(H\sigma)-E .
\]

Hence \(\operatorname{tr}(H\sigma)\ge E\).

**The usual variational form.** For Hermitian \(H\), \(\langle w,Aw\rangle=\langle Pw,(H-E)Pw\rangle\), and the vectors \(Pw\) are exactly those with \(Sv=v\). The operator inequality therefore says that \(\langle v,Hv\rangle\ge E\) for every normalised \(v\) in the sector.

**Both sectors together.** Let \(Q=(1-S)/2\), \(q=\operatorname{tr}(Q\rho)\) and \(\sigma_-=Q\rho Q/q\), with \(p\) and \(q\) both nonzero. The energy identity applied to \(S\) and to \(-S\), with \(P+Q=1\), gives

\[
\operatorname{tr}(H\rho)=p\,\operatorname{tr}(H\sigma)+q\,\operatorname{tr}(H\sigma_-).
\]

Here is the complete file.

```lean
import Mathlib

open Matrix
open scoped ComplexOrder

namespace SymmetryVerification

noncomputable section

variable {n : Type*} [Fintype n] [DecidableEq n]

/-- A density matrix: positive semidefinite with trace one. -/
def IsDensity (ρ : Matrix n n ℂ) : Prop := ρ.PosSemidef ∧ ρ.trace = 1

/-- The operator `P = (1 + S)/2` belonging to the symmetry `S`. -/
def symProj (S : Matrix n n ℂ) : Matrix n n ℂ := (1 / 2 : ℂ) • (1 + S)

/-- The post-selected state `P ρ P / tr(P ρ)`, meaningful when `tr(P ρ)` is nonzero. -/
def verified (S ρ : Matrix n n ℂ) : Matrix n n ℂ :=
  (symProj S * ρ).trace⁻¹ • (symProj S * ρ * symProj S)

/-- For a Hermitian involution `S`, the operator `P` is a Hermitian projector and `S P = P`. -/
theorem symProj_projector {S : Matrix n n ℂ} (hS : S.IsHermitian) (hS2 : S * S = 1) :
    (symProj S).IsHermitian ∧ symProj S * symProj S = symProj S ∧
      S * symProj S = symProj S := by
  have hSP : S * symProj S = symProj S := by
    rw [symProj, Matrix.mul_smul, mul_add, mul_one, hS2, add_comm]
  refine ⟨?_, ?_, hSP⟩
  · have h : star (1 / 2 : ℂ) = 1 / 2 := by simp
    rw [Matrix.IsHermitian, symProj, conjTranspose_smul, conjTranspose_add,
      conjTranspose_one, hS.eq, h]
  · calc symProj S * symProj S = (1 / 2 : ℂ) • (symProj S + S * symProj S) := by
          conv_lhs => enter [1]; rw [symProj]
          rw [Matrix.smul_mul, add_mul, one_mul]
      _ = symProj S := by rw [hSP]; module

/-- The trace of a product of two positive semidefinite matrices is nonnegative. -/
theorem trace_mul_nonneg {A ρ : Matrix n n ℂ} (hA : A.PosSemidef) (hρ : ρ.PosSemidef) :
    0 ≤ (A * ρ).trace := by
  open scoped MatrixOrder in
  obtain ⟨B, hB⟩ := CStarAlgebra.nonneg_iff_eq_star_mul_self.mp
    (Matrix.nonneg_iff_posSemidef.mpr hρ)
  -- write `ρ = B† B` and move `B` around the trace
  have h : (A * ρ).trace = (B * A * Bᴴ).trace := by
    rw [hB, Matrix.star_eq_conjTranspose, ← mul_assoc, Matrix.trace_mul_comm, ← mul_assoc]
  rw [h]
  exact (hA.mul_mul_conjTranspose_same B).trace_nonneg

/-- Post-selection with nonzero success probability gives a density matrix `σ`
with `S σ = σ`. -/
theorem verified_isDensity {S ρ : Matrix n n ℂ} (hρ : IsDensity ρ) (hS : S.IsHermitian)
    (hS2 : S * S = 1) (hp : 0 < (symProj S * ρ).trace) :
    IsDensity (verified S ρ) ∧ S * verified S ρ = verified S ρ := by
  obtain ⟨hP, hPP, hSP⟩ := symProj_projector hS hS2
  refine ⟨⟨?_, ?_⟩, ?_⟩
  · have hc : 0 ≤ (symProj S * ρ).trace⁻¹ := by
      obtain ⟨hre, him⟩ := Complex.lt_def.mp hp
      have hz : (symProj S * ρ).trace = (((symProj S * ρ).trace.re : ℝ) : ℂ) :=
        Complex.ext (by simp) (by simpa using him.symm)
      rw [hz, ← Complex.ofReal_inv]
      exact Complex.zero_le_real.mpr (inv_nonneg.mpr (le_of_lt hre))
    have h := hρ.1.mul_mul_conjTranspose_same (symProj S)
    rw [hP.eq] at h
    exact h.smul hc
  · rw [verified, trace_smul, Matrix.trace_mul_comm (symProj S * ρ) (symProj S),
      ← mul_assoc, hPP, smul_eq_mul, inv_mul_cancel₀ hp.ne']
  · rw [verified, Matrix.mul_smul, ← mul_assoc, ← mul_assoc, hSP]

/-- Success probability times verified energy equals `tr(H P ρ)` when `H` respects
the symmetry. -/
theorem weight_mul_energy {H S ρ : Matrix n n ℂ} (hS : S.IsHermitian) (hS2 : S * S = 1)
    (hc : S * H = H * S) (hp : (symProj S * ρ).trace ≠ 0) :
    (symProj S * ρ).trace * (H * verified S ρ).trace = (H * symProj S * ρ).trace := by
  obtain ⟨-, hPP, -⟩ := symProj_projector hS hS2
  have hPH : symProj S * H = H * symProj S := by
    simp only [symProj, Matrix.smul_mul, Matrix.mul_smul, add_mul, mul_add, one_mul,
      mul_one, hc]
  -- cyclicity brings the right-hand projector to the left, where it is absorbed
  have h : (H * (symProj S * ρ * symProj S)).trace = (H * symProj S * ρ).trace := by
    rw [← mul_assoc, Matrix.trace_mul_comm, ← mul_assoc, ← mul_assoc, hPH,
      mul_assoc H, hPP]
  rw [verified, Matrix.mul_smul, trace_smul, smul_eq_mul, h, mul_inv_cancel_left₀ hp]

/-- Symmetry verification: the post-selected state is a density matrix, its energy is the
stated quotient of expectation values in `ρ`, and it is at least `E` whenever `P (H - E) P`
is positive semidefinite. -/
theorem symmetry_verification {H S ρ : Matrix n n ℂ} {E : ℝ} (hρ : IsDensity ρ)
    (hS : S.IsHermitian) (hS2 : S * S = 1) (hc : S * H = H * S)
    (hp : 0 < (symProj S * ρ).trace)
    (hE : (symProj S * (H - (E : ℂ) • 1) * symProj S).PosSemidef) :
    IsDensity (verified S ρ) ∧
      (H * verified S ρ).trace
        = ((H * ρ).trace + (H * S * ρ).trace) / (1 + (S * ρ).trace) ∧
      (E : ℂ) ≤ (H * verified S ρ).trace := by
  obtain ⟨hσ, hSσ⟩ := verified_isDensity hρ hS hS2 hp
  refine ⟨hσ, ?_, ?_⟩
  · have h1 : 1 + (S * ρ).trace = 2 * (symProj S * ρ).trace := by
      simp only [symProj, Matrix.smul_mul, add_mul, one_mul, trace_smul, trace_add,
        smul_eq_mul, hρ.2]
      ring
    have h2 : (H * ρ).trace + (H * S * ρ).trace = 2 * (H * symProj S * ρ).trace := by
      simp only [symProj, Matrix.smul_mul, Matrix.mul_smul, add_mul, mul_add, mul_one,
        trace_smul, trace_add, smul_eq_mul]
      ring
    have hw := weight_mul_energy hS hS2 hc hp.ne'
    have h0 : 1 + (S * ρ).trace ≠ 0 := by
      rw [h1]
      exact mul_ne_zero two_ne_zero hp.ne'
    rw [eq_div_iff h0]
    linear_combination (H * verified S ρ).trace * h1 - h2 + 2 * hw
  · -- the verified state is unchanged by the projector on either side
    obtain ⟨-, hPP, -⟩ := symProj_projector hS hS2
    have hl : symProj S * verified S ρ = verified S ρ := by
      rw [verified, Matrix.mul_smul, ← mul_assoc, ← mul_assoc, hPP]
    have hr : verified S ρ * symProj S = verified S ρ := by
      rw [verified, Matrix.smul_mul, mul_assoc, hPP]
    have h := trace_mul_nonneg hE hσ.1
    rw [mul_assoc, hl, mul_assoc, Matrix.trace_mul_comm, mul_assoc, hr, sub_mul,
      Matrix.smul_mul, one_mul, trace_sub, trace_smul, hσ.2, smul_eq_mul, mul_one] at h
    exact sub_nonneg.mp h

/-- For Hermitian `H`, positivity of `P (H - E) P` is the variational bound
`E ⟨v, v⟩ ≤ ⟨v, H v⟩` for all vectors with `S v = v`. -/
theorem sector_bound_iff {H S : Matrix n n ℂ} {E : ℝ} (hH : H.IsHermitian)
    (hS : S.IsHermitian) (hS2 : S * S = 1) :
    (symProj S * (H - (E : ℂ) • 1) * symProj S).PosSemidef ↔
      ∀ v : n → ℂ, S *ᵥ v = v → E * (star v ⬝ᵥ v).re ≤ (star v ⬝ᵥ H *ᵥ v).re := by
  obtain ⟨hP, -, hSP⟩ := symProj_projector hS hS2
  have key (w : n → ℂ) : star w ⬝ᵥ (symProj S * (H - (E : ℂ) • 1) * symProj S) *ᵥ w
      = star (symProj S *ᵥ w) ⬝ᵥ H *ᵥ (symProj S *ᵥ w)
        - (E : ℂ) * (star (symProj S *ᵥ w) ⬝ᵥ (symProj S *ᵥ w)) := by
    rw [← Matrix.mulVec_mulVec, ← Matrix.mulVec_mulVec, Matrix.dotProduct_mulVec,
      Matrix.star_mulVec, hP.eq, Matrix.sub_mulVec, Matrix.smul_mulVec, Matrix.one_mulVec,
      dotProduct_sub, dotProduct_smul, smul_eq_mul]
  constructor
  · intro h v hv
    have hPv : symProj S *ᵥ v = v := by
      rw [symProj, Matrix.smul_mulVec, Matrix.add_mulVec, Matrix.one_mulVec, hv]
      module
    have h1 := h.dotProduct_mulVec_nonneg v
    rw [key, hPv] at h1
    have h2 := (Complex.le_def.mp h1).1
    rw [Complex.zero_re, Complex.sub_re, Complex.re_ofReal_mul] at h2
    linarith
  · intro h
    have hA : (H - (E : ℂ) • (1 : Matrix n n ℂ)).IsHermitian := by
      simp [Matrix.IsHermitian, conjTranspose_sub, conjTranspose_smul, hH.eq]
    have hM : (symProj S * (H - (E : ℂ) • 1) * symProj S).IsHermitian := by
      rw [Matrix.IsHermitian, conjTranspose_mul, conjTranspose_mul, hP.eq, hA.eq, mul_assoc]
    refine PosSemidef.of_dotProduct_mulVec_nonneg hM fun x => ?_
    -- a Hermitian form is real, so only its real part has to be bounded
    have hreal := (Matrix.star_dotProduct x
      ((symProj S * (H - (E : ℂ) • 1) * symProj S) *ᵥ x)).trans
      (by rw [Matrix.star_mulVec, hM.eq, ← Matrix.dotProduct_mulVec])
    have him := Complex.conj_eq_iff_im.mp hreal.symm
    refine Complex.le_def.mpr ⟨?_, him.symm⟩
    have hx := h (symProj S *ᵥ x) (by rw [Matrix.mulVec_mulVec, hSP])
    rw [key, Complex.zero_re, Complex.sub_re, Complex.re_ofReal_mul]
    linarith

/-- The unmitigated energy is the sum of the verified energies for `S` and `-S`, weighted
with the two success probabilities. -/
theorem energy_decomposition {H S ρ : Matrix n n ℂ} (hS : S.IsHermitian) (hS2 : S * S = 1)
    (hc : S * H = H * S) (hp : (symProj S * ρ).trace ≠ 0)
    (hm : (symProj (-S) * ρ).trace ≠ 0) :
    (H * ρ).trace = (symProj S * ρ).trace * (H * verified S ρ).trace
      + (symProj (-S) * ρ).trace * (H * verified (-S) ρ).trace := by
  have hsum : symProj S + symProj (-S) = 1 := by
    simp only [symProj]
    module
  rw [weight_mul_energy hS hS2 hc hp,
    weight_mul_energy hS.neg (by rw [neg_mul_neg, hS2]) (by rw [neg_mul, mul_neg, hc]) hm,
    ← trace_add, ← add_mul, ← mul_add, hsum, mul_one]

/-- A three-level symmetry with signs `1, 1, -1`. -/
def exS : Matrix (Fin 3) (Fin 3) ℂ := !![1, 0, 0; 0, 1, 0; 0, 0, -1]

/-- A three-level Hamiltonian coupling the first two levels. -/
def exH : Matrix (Fin 3) (Fin 3) ℂ := !![0, 1, 0; 1, 0, 0; 0, 0, -2]

/-- A mixture of the first and third levels with weights `9/25` and `16/25`. -/
def exρ : Matrix (Fin 3) (Fin 3) ℂ := !![9 / 25, 0, 0; 0, 0, 0; 0, 0, 16 / 25]

/-- The three-level instance meets all hypotheses of symmetry verification with `E = -1`,
while its unmitigated energy is `-32/25`. -/
theorem symmetry_verification_witness :
    IsDensity exρ ∧ exS.IsHermitian ∧ exS * exS = 1 ∧ exS * exH = exH * exS ∧
      0 < (symProj exS * exρ).trace ∧
      (symProj exS * (exH - ((-1 : ℝ) : ℂ) • 1) * symProj exS).PosSemidef ∧
      (exH * exρ).trace = -32 / 25 := by
  have hP : symProj exS = !![1, 0, 0; 0, 1, 0; 0, 0, 0] := by
    ext i j
    fin_cases i <;> fin_cases j <;> norm_num [symProj, exS, Matrix.one_apply]
  refine ⟨⟨?_, ?_⟩, ?_, ?_, ?_, ?_, ?_, ?_⟩
  · have h3 : (starRingEnd ℂ) 3 = 3 := Complex.conj_eq_iff_im.mpr (by simp)
    have h4 : (starRingEnd ℂ) 4 = 4 := Complex.conj_eq_iff_im.mpr (by simp)
    have h5 : (starRingEnd ℂ) 5 = 5 := Complex.conj_eq_iff_im.mpr (by simp)
    have h : exρ = (!![3 / 5, 0, 0; 0, 0, 0; 0, 0, 4 / 5] : Matrix (Fin 3) (Fin 3) ℂ)ᴴ
        * !![3 / 5, 0, 0; 0, 0, 0; 0, 0, 4 / 5] := by
      ext i j
      fin_cases i <;> fin_cases j <;>
        norm_num [exρ, Matrix.mul_apply, Fin.sum_univ_succ, h3, h4, h5]
    rw [h]
    exact posSemidef_conjTranspose_mul_self _
  · norm_num [exρ, Matrix.trace, Fin.sum_univ_succ]
  · ext i j
    fin_cases i <;> fin_cases j <;> simp [exS]
  · ext i j
    fin_cases i <;> fin_cases j <;> simp [exS, Matrix.mul_apply, Fin.sum_univ_succ]
  · ext i j
    fin_cases i <;> fin_cases j <;> simp [exS, exH, Matrix.mul_apply, Fin.sum_univ_succ]
  · have h : (symProj exS * exρ).trace = ((9 / 25 : ℝ) : ℂ) := by
      rw [hP]
      norm_num [exρ, Matrix.trace, Matrix.mul_apply, Fin.sum_univ_succ]
    rw [h]
    exact Complex.zero_lt_real.mpr (by norm_num)
  · have hH : exH - ((-1 : ℝ) : ℂ) • 1 = !![1, 1, 0; 1, 1, 0; 0, 0, -1] := by
      ext i j
      fin_cases i <;> fin_cases j <;> norm_num [exH, Matrix.one_apply]
    have h : symProj exS * (exH - ((-1 : ℝ) : ℂ) • 1) * symProj exS
        = (!![1, 1, 0; 0, 0, 0; 0, 0, 0] : Matrix (Fin 3) (Fin 3) ℂ)ᴴ
          * !![1, 1, 0; 0, 0, 0; 0, 0, 0] := by
      rw [hP, hH]
      ext i j
      fin_cases i <;> fin_cases j <;>
        simp [Matrix.mul_apply, Fin.sum_univ_succ]
    rw [h]
    exact posSemidef_conjTranspose_mul_self _
  · norm_num [exH, exρ, Matrix.trace, Matrix.mul_apply, Fin.sum_univ_succ]

end

end SymmetryVerification
```

```lean
#print axioms SymmetryVerification.symmetry_verification
#print axioms SymmetryVerification.sector_bound_iff
#print axioms SymmetryVerification.energy_decomposition
```

```
'SymmetryVerification.symmetry_verification' depends on axioms: [propext, Classical.choice, Quot.sound]
'SymmetryVerification.sector_bound_iff' depends on axioms: [propext, Classical.choice, Quot.sound]
'SymmetryVerification.energy_decomposition' depends on axioms: [propext, Classical.choice, Quot.sound]
```

### How the Lean statement reads

The index type `n` labels a finite basis, and operators are complex square matrices over it. `IsDensity ρ` says that `ρ` is positive semidefinite with trace one. `symProj S` is \(P\), and `verified S ρ` is \(\sigma\).

In `symmetry_verification`, the hypotheses `hS`, `hS2` and `hc` say that \(S\) is Hermitian, squares to one and commutes with \(H\). The hypothesis `hp` says that post-selection succeeds with nonzero probability, and `hE` is the sector bound. The conclusion has three parts: \(\sigma\) is a density matrix, its energy is the quotient, and `(E : ℂ) ≤ (H * verified S ρ).trace`.

That last inequality uses the order on complex numbers in which \(a\le b\) means ordered real parts and equal imaginary parts. It therefore also says that the energy is real. Hermiticity of \(H\) is not assumed here; it enters in `sector_bound_iff`, which translates `hE` into the variational inequality. That theorem allows unnormalised vectors, hence the factor `(star v ⬝ᵥ v).re`, the squared norm, beside `E`.

The model covers a single two-valued symmetry, an exact projection and exact expectation values in finite dimension. For the sector \(S=-1\), replace \(S\) by \(-S\). Sampling error is absent, so an energy estimated from finitely many measurements may still fall below \(E\).

### How the proof follows the derivation

- `symProj_projector` proves \(SP=P\) first and deduces \(P^2=P\) from it.
- `trace_mul_nonneg` obtains the factorisation \(\rho=B^\dagger B\) from Mathlib's C*-algebra theory and moves \(B\) around the trace with `Matrix.trace_mul_comm`.
- `verified_isDensity` conjugates \(\rho\) by \(P\) for positivity, after showing that \(p^{-1}\) is a nonnegative real number. The trace and \(S\sigma=\sigma\) follow from the projector identities.
- `weight_mul_energy` is the identity \(p\operatorname{tr}(H\sigma)=\operatorname{tr}(HP\rho)\). Its step `hPH` is the commutation of \(P\) with \(H\).
- `symmetry_verification` records the two doubled traces as `h1` and `h2`, clears the denominator with `eq_div_iff`, and combines them with the previous identity by `linear_combination`. For the bound, `hl` and `hr` are \(P\sigma=\sigma\) and \(\sigma P=\sigma\); they reduce the nonnegative trace to \(\operatorname{tr}(H\sigma)-E\).
- `sector_bound_iff` rests on `key`, the quadratic form of \(P(H-E)P\) written in terms of \(Pw\). One direction uses \(Pv=v\) in the sector. The other applies the variational bound to \(Px\) and uses that a Hermitian form is real.
- `energy_decomposition` adds the weighted energies for \(S\) and \(-S\).

### A state whose unmitigated energy is too low

`symmetry_verification_witness` gives a three-level case that satisfies every hypothesis with \(E=-1\). The symmetry has signs \(1,1,-1\), and the Hamiltonian couples the first two levels and puts the third at energy \(-2\). The state has weight \(9/25\) on the first level and \(16/25\) on the third, so its unmitigated energy is \(-32/25\), below the sector bound. Positivity of \(\rho\) and of \(P(H+1)P\) is shown by writing each explicitly as \(C^\dagger C\).

Projection leaves only the first level, whose energy is \(0\). Verification thus raises the energy here. The sector's ground state is \((1,-1,0)/\sqrt2\), with energy \(-1\). The fidelity with it rises from \(9/50\) to \(1/2\), yet the energy error grows from \(7/25\) to \(1\): restoring the bound does not by itself make the energy estimate more accurate.

For quantum simulation of molecules, the result shows that ideal post-selection on one two-valued symmetry gives an energy that obeys the variational bound of the chosen sector, in a finite-dimensional model. If the symmetry is electron-number parity, the sector contains all electron numbers of the same parity, so the energy can still lie below the ground-state energy for the intended number of electrons. Nor does the result say how close the energy is to the ground-state energy of the sector, since errors that preserve the symmetry pass the check.

### Taking the floor to be an eigenvalue

Another formulation would restrict a Hermitian \(H\) to the subspace \(Sv=v\) and define \(E\) as its smallest eigenvalue there. The theorem would then name the sector's ground-state energy directly, but it would need the restricted operator and its spectrum. The operator inequality accepts any valid lower bound \(E\), including one obtained without solving the eigenvalue problem.
